# Bounds on the least eigenvalue of a finite master equation near the high-pressure limit

Let $L$ be a real symmetric matrix on finitely many levels, with $Ls=0$ for a unit vector $s$ and $\langle x,Lx\rangle\ge g\|x\|^2$ for every $x\perp s$, where $g>0$. Let $D$ be diagonal with entries $k_i\ge 0$, and put $K=\langle s,Ds\rangle$ and $v=\|Ds-Ks\|^2$. If a real number $w$ satisfies $wg>K$, the least eigenvalue $\lambda$ of $wL+D$ obeys

$$K-\frac{v}{wg-K}\;\le\;\lambda\;\le\;K .$$

For a single-well master equation with finitely many levels, detailed balance and irreversible loss, written in symmetric form with $s_i^2$ the equilibrium populations, $\lambda$ is the slowest decay rate and $K$ is the high-pressure rate constant, so the inequality bounds the error of using $K$ at finite collision frequency $w$.

In Lean 4 with Mathlib:

```lean
import Mathlib

open Matrix Filter Topology

namespace HighPressureLimit

variable {n : Type*} [Fintype n]
```

## The symmetrised master equation

Let the level populations $p$ obey $\dot p=-(wC+D)p$, where $C$ describes collisions and $k_i$ is the rate of reaction from level $i$. If $C$ satisfies detailed balance with positive equilibrium populations $f_i$, set $s_i=\sqrt{f_i}$ and $L_{ij}=s_i^{-1}C_{ij}s_j$. Then $L$ is symmetric, $Ls=0$ because collisions preserve equilibrium, and $\langle s,s\rangle=\sum_i f_i=1$. The diagonal matrix $D$ is unchanged.

The structure below collects these properties. Its field `gap` postulates that collisions damp every departure from equilibrium at a rate of at least $g$ per unit of $w$; this is assumed of the collision model and not derived from one. No signs are required of the entries of $L$ or $s$. In the code, `⬝ᵥ` is the real inner product and `*ᵥ` applies a matrix to a vector.

```lean
/-- A symmetrised collision operator `L` on finitely many levels: it is symmetric, annihilates the
unit vector `s`, and relaxes every vector orthogonal to `s` at a rate of at least `g > 0`. -/
structure IsCollisionOperator (L : Matrix n n ℝ) (s : n → ℝ) (g : ℝ) : Prop where
  symm : L.IsSymm
  equilibrium : L *ᵥ s = 0
  unit : s ⬝ᵥ s = 1
  gap_pos : 0 < g
  gap : ∀ x : n → ℝ, s ⬝ᵥ x = 0 → g * (x ⬝ᵥ x) ≤ x ⬝ᵥ L *ᵥ x
```

The least eigenvalue is the least element of the set of real $\mu$ for which $Mx=\mu x$ has a nonzero real solution $x$. A real symmetric matrix has only real eigenvalues, so none are missed.

```lean
/-- `lam` is the least of the real eigenvalues of the matrix `M`. -/
def IsLeastEigenvalue (M : Matrix n n ℝ) (lam : ℝ) : Prop :=
  IsLeast {μ : ℝ | ∃ x : n → ℝ, x ≠ 0 ∧ M *ᵥ x = μ • x} lam
```

Collisions and loss combine into $wL+D$.

```lean
variable [DecidableEq n]

/-- The master-equation operator `w L + D`, with collision frequency `w` and the level-dependent
loss rates `k` on the diagonal of `D`. -/
def masterOperator (L : Matrix n n ℝ) (k : n → ℝ) (w : ℝ) : Matrix n n ℝ :=
  w • L + diagonal k
```

The high-pressure rate constant is the equilibrium average of the loss rates, $K=\langle s,Ds\rangle=\sum_i s_i^2k_i$.

```lean
/-- The high-pressure rate constant `K = ⟨s, D s⟩`. -/
def meanLoss (k s : n → ℝ) : ℝ := s ⬝ᵥ diagonal k *ᵥ s
```

The vector $r=Ds-Ks$ measures how far $s$ is from being an eigenvector of $D$.

```lean
/-- The residual vector `D s - K s`. -/
def residual (k s : n → ℝ) : n → ℝ := diagonal k *ᵥ s - meanLoss k s • s
```

Its squared length is $v=\langle r,r\rangle$.

```lean
/-- The squared length `v` of the residual `D s - K s`. -/
def lossVariance (k s : n → ℝ) : ℝ := residual k s ⬝ᵥ residual k s
```

Since $r_i=(k_i-K)s_i$, we have $v=\sum_i s_i^2(k_i-K)^2$, the variance of the loss rates over the equilibrium distribution. The proof unfolds the definitions and compares the sums term by term.

```lean
/-- The squared residual is the sum of the squared deviations of the loss rates from `K`, with
weights `s i ^ 2`. -/
theorem lossVariance_eq_sum (k s : n → ℝ) :
    lossVariance k s = ∑ i, s i ^ 2 * (k i - meanLoss k s) ^ 2 := by
  simp only [lossVariance, residual, dotProduct, mulVec_diagonal, Pi.sub_apply, Pi.smul_apply,
    smul_eq_mul]
  exact Finset.sum_congr rfl fun i _ => by ring
```

## The least eigenvalue and its variational principle

Every eigenvalue of $M$ is a root of $\det(\mu 1-M)$, so there are finitely many. For a symmetric matrix on at least one level, the spectral theorem supplies at least one. A finite nonempty set of reals has a least element. These steps are `hfin`, `hne` and the final appeal to `Set.exists_min_image`.

```lean
/-- A real symmetric matrix on a nonempty set of levels has a least eigenvalue. -/
theorem exists_leastEigenvalue [Nonempty n] {M : Matrix n n ℝ} (hM : M.IsSymm) :
    ∃ lam, IsLeastEigenvalue M lam := by
  have hH : M.IsHermitian := by
    rw [Matrix.IsHermitian, conjTranspose_eq_transpose_of_trivial, hM.eq]
  -- eigenvalues are roots of the characteristic polynomial, hence finite in number
  have hfin : {μ : ℝ | ∃ x : n → ℝ, x ≠ 0 ∧ M *ᵥ x = μ • x}.Finite := by
    refine M.charpoly.roots.toFinset.finite_toSet.subset ?_
    rintro μ ⟨x, hx, hμ⟩
    have hdet : (Matrix.scalar n μ - M).det = 0 :=
      exists_mulVec_eq_zero_iff.mp ⟨x, hx, by
        rw [sub_mulVec, hμ]
        ext i
        simp [Matrix.scalar_apply]⟩
    rw [Finset.mem_coe, Multiset.mem_toFinset, Polynomial.mem_roots M.charpoly_monic.ne_zero,
      Polynomial.IsRoot.def, Matrix.eval_charpoly]
    exact hdet
  have hne : {μ : ℝ | ∃ x : n → ℝ, x ≠ 0 ∧ M *ᵥ x = μ • x}.Nonempty := by
    let i : n := Classical.arbitrary n
    refine ⟨hH.eigenvalues i, (hH.eigenvectorBasis i).ofLp, fun h0 => ?_,
      hH.mulVec_eigenvectorBasis i⟩
    exact hH.eigenvectorBasis.orthonormal.ne_zero i (by ext j; exact congrFun h0 j)
  obtain ⟨lam, h1, h2⟩ := Set.exists_min_image _ id hfin hne
  exact ⟨lam, h1, fun μ hμ => h2 μ hμ⟩
```

Now let $\lambda$ be the least eigenvalue of $M$, and let $u_i$ be an orthonormal eigenbasis of $M-\lambda 1$ with eigenvalues $\mu_i$. Then $Mu_i=(\mu_i+\lambda)u_i$, so $\lambda\le\mu_i+\lambda$ and $\mu_i\ge0$. Hence $\langle x,Mx\rangle\ge\lambda\|x\|^2$ for all $x$. The equation for $Mu_i$ is `key` in the proof.

```lean
/-- Variational principle: a real symmetric matrix minus its least eigenvalue is positive
semidefinite. -/
theorem shifted_posSemidef {M : Matrix n n ℝ} {lam : ℝ} (hM : M.IsSymm)
    (h : IsLeastEigenvalue M lam) : (M - lam • (1 : Matrix n n ℝ)).PosSemidef := by
  have hH : (M - lam • (1 : Matrix n n ℝ)).IsHermitian := by
    rw [Matrix.IsHermitian, conjTranspose_eq_transpose_of_trivial]
    simp [transpose_sub, transpose_smul, hM.eq]
  refine hH.posSemidef_iff_eigenvalues_nonneg.mpr fun i => ?_
  have hv := hH.mulVec_eigenvectorBasis i
  have hne : (hH.eigenvectorBasis i).ofLp ≠ 0 := fun h0 =>
    hH.eigenvectorBasis.orthonormal.ne_zero i (by ext j; exact congrFun h0 j)
  rw [sub_mulVec, smul_mulVec, one_mulVec] at hv
  -- each eigenvalue of the shifted matrix is an eigenvalue of `M` minus `lam`
  have key : M *ᵥ (hH.eigenvectorBasis i).ofLp
      = (hH.eigenvalues i + lam) • (hH.eigenvectorBasis i).ofLp := by
    rw [add_smul, ← hv, sub_add_cancel]
  have hle : lam ≤ hH.eigenvalues i + lam := h.2 ⟨_, hne, key⟩
  show (0 : ℝ) ≤ hH.eigenvalues i
  linarith
```

## Equilibrium and non-equilibrium parts

Write $x=as+y$ with $y\perp s$. Because $Ls=0$ and $\langle s,Ly\rangle=\langle Ls,y\rangle=0$, collisions do not couple the two parts. Loss couples them through $\langle y,Ds\rangle=\langle y,r+Ks\rangle=\langle r,y\rangle$. Therefore

$$\langle x,(wL+D)x\rangle=a^2K+2a\langle r,y\rangle+w\langle y,Ly\rangle+\langle y,Dy\rangle .$$

The proof establishes the vanishing collision term as `h1`, the loss coupling as `h2` and the symmetry of $D$ as `h3`, then adds them with `linear_combination`.

```lean
variable {L : Matrix n n ℝ} {k s : n → ℝ} {g w lam : ℝ}

/-- The quadratic form of `w L + D` at `a s + y`, for a collision operator `L` with equilibrium
vector `s` and for `y` orthogonal to `s`: the two parts are coupled only through the residual
`D s - K s`. -/
theorem quadraticForm_split (hL : IsCollisionOperator L s g) (a : ℝ) {y : n → ℝ}
    (hy : s ⬝ᵥ y = 0) :
    (a • s + y) ⬝ᵥ masterOperator L k w *ᵥ (a • s + y) = a ^ 2 * meanLoss k s
      + 2 * a * (residual k s ⬝ᵥ y) + w * (y ⬝ᵥ L *ᵥ y) + y ⬝ᵥ diagonal k *ᵥ y := by
  have h1 : s ⬝ᵥ L *ᵥ y = 0 := by
    rw [dotProduct_mulVec, ← mulVec_transpose, hL.symm.eq, hL.equilibrium, zero_dotProduct]
  have h2 : y ⬝ᵥ diagonal k *ᵥ s = residual k s ⬝ᵥ y := by
    rw [residual, sub_dotProduct, smul_dotProduct, hy, smul_zero, sub_zero, dotProduct_comm]
  have h3 : s ⬝ᵥ diagonal k *ᵥ y = y ⬝ᵥ diagonal k *ᵥ s := by
    simp only [dotProduct, mulVec_diagonal]
    exact Finset.sum_congr rfl fun i _ => by ring
  simp only [masterOperator, meanLoss, add_mulVec, smul_mulVec, mulVec_add, mulVec_smul,
    hL.equilibrium, dotProduct_add, add_dotProduct, smul_dotProduct, dotProduct_smul,
    smul_eq_mul, smul_zero, zero_add]
  linear_combination (w * a) * h1 + 2 * a * h2 + a * h3
```

## Both bounds

For the upper bound, take $s$ as trial vector: $0\le\langle s,(wL+D-\lambda 1)s\rangle=K-\lambda$.

For the lower bound, put $\Delta=wg-K>0$ and $q=v/\Delta$. Expanding a square and dividing by $\Delta$ gives

$$0\le\frac{\|ar+\Delta y\|^2}{\Delta}=a^2q+2a\langle r,y\rangle+\Delta\|y\|^2 .$$

Let $x=as+y$ be an eigenvector for $\lambda$, so that $\|x\|^2=a^2+\|y\|^2>0$. Since $K\ge0$ and $wg>K$, the frequency $w$ is positive and the gap inequality may be multiplied by it. With $\langle y,Dy\rangle\ge0$,

$$\begin{aligned}
\lambda\|x\|^2&\ge a^2K+2a\langle r,y\rangle+wg\|y\|^2\\
&\ge a^2(K-q)+(wg-\Delta)\|y\|^2\\
&=a^2(K-q)+K\|y\|^2\;\ge\;(K-q)\|x\|^2 .
\end{aligned}$$

Division by $\|x\|^2$ finishes the argument. In the code the square is `hsq`, its divided form is `hcouple`, and the last `linarith` of the first half assembles the chain. The second half is the trial-vector bound.

```lean
/-- For a collision operator `L` with equilibrium vector `s` and gap `g`, nonnegative loss rates and
`w g > K`, the least eigenvalue of `w L + D` lies between `K - v / (w g - K)` and the high-pressure
rate constant `K`. -/
theorem leastEigenvalue_bounds (hL : IsCollisionOperator L s g) (hk : ∀ i, 0 ≤ k i)
    (hw : meanLoss k s < w * g) (h : IsLeastEigenvalue (masterOperator L k w) lam) :
    meanLoss k s - lossVariance k s / (w * g - meanLoss k s) ≤ lam ∧ lam ≤ meanLoss k s := by
  have hD : ∀ y : n → ℝ, 0 ≤ y ⬝ᵥ diagonal k *ᵥ y := fun y => by
    simp only [dotProduct, mulVec_diagonal]
    exact Finset.sum_nonneg fun i _ => by nlinarith [mul_nonneg (hk i) (mul_self_nonneg (y i))]
  have hself : ∀ y : n → ℝ, 0 ≤ y ⬝ᵥ y := fun y =>
    Finset.sum_nonneg fun i _ => mul_self_nonneg (y i)
  constructor
  · obtain ⟨x, hx, hMx⟩ := h.1
    have hxpos : 0 < x ⬝ᵥ x :=
      lt_of_le_of_ne (hself x) (Ne.symm (mt dotProduct_self_eq_zero.mp hx))
    have hK : 0 ≤ meanLoss k s := hD s
    have hw0 : 0 ≤ w := by
      by_contra hneg
      have := mul_neg_of_neg_of_pos (not_le.mp hneg) hL.gap_pos
      linarith
    have hΔ : 0 < w * g - meanLoss k s := sub_pos.mpr hw
    -- split the eigenvector into its equilibrium part and the rest
    obtain ⟨a, y, hy, hxy⟩ : ∃ (a : ℝ) (y : n → ℝ), s ⬝ᵥ y = 0 ∧ x = a • s + y :=
      ⟨s ⬝ᵥ x, x - (s ⬝ᵥ x) • s, by simp [dotProduct_sub, dotProduct_smul, hL.unit],
        (add_sub_cancel _ _).symm⟩
    have hform := quadraticForm_split (k := k) (w := w) hL a hy
    rw [← hxy, hMx, dotProduct_smul, smul_eq_mul] at hform
    have hnorm : x ⬝ᵥ x = a ^ 2 + y ⬝ᵥ y := by
      rw [hxy]
      simp only [dotProduct_add, add_dotProduct, smul_dotProduct, dotProduct_smul, smul_eq_mul,
        hL.unit, hy, dotProduct_comm y s]
      ring
    have hgap := mul_le_mul_of_nonneg_left (hL.gap y hy) hw0
    -- the square of `a r + (w g - K) y` controls the coupling term
    have hsq := hself (a • residual k s + (w * g - meanLoss k s) • y)
    simp only [dotProduct_add, add_dotProduct, smul_dotProduct, dotProduct_smul, smul_eq_mul,
      dotProduct_comm y (residual k s)] at hsq
    have hv : residual k s ⬝ᵥ residual k s
        = lossVariance k s / (w * g - meanLoss k s) * (w * g - meanLoss k s) :=
      (div_mul_cancel₀ _ hΔ.ne').symm
    have hq : 0 ≤ lossVariance k s / (w * g - meanLoss k s) :=
      div_nonneg (hself _) hΔ.le
    rw [hv] at hsq
    generalize lossVariance k s / (w * g - meanLoss k s) = q at hsq hq ⊢
    have hcouple : 0 ≤ a ^ 2 * q + 2 * a * (residual k s ⬝ᵥ y)
        + (w * g - meanLoss k s) * (y ⬝ᵥ y) := by
      refine le_of_mul_le_mul_left ?_ hΔ
      linarith
    refine le_of_mul_le_mul_right ?_ hxpos
    rw [hform, hnorm]
    linarith [mul_nonneg hq (hself y), hD y]
  · -- the equilibrium vector is the trial vector for the upper bound
    have hM : (masterOperator L k w).IsSymm := by
      simp [masterOperator, Matrix.IsSymm, transpose_add, transpose_smul, hL.symm.eq]
    have hp := (shifted_posSemidef hM h).dotProduct_mulVec_nonneg s
    simp only [star_trivial, masterOperator, sub_mulVec, add_mulVec, smul_mulVec, one_mulVec,
      hL.equilibrium, smul_zero, zero_add, dotProduct_sub, dotProduct_smul, hL.unit,
      smul_eq_mul, mul_one] at hp
    exact sub_nonneg.mp hp
```

The condition $wg>K$ ensures that collisions alone relax every non-equilibrium mode at a rate above the average loss rate $K$. It does not by itself make the lower bound useful. Since $\lambda\ge0$ in any case, the lower bound adds something only if it is positive, which for $K>0$ means $wg>K+v/K=\sum_i s_i^2k_i^2/K$. This threshold is far above $K$ when only sparsely populated levels react.

The same argument gives a neighbouring bound if one keeps $\langle y,Dy\rangle\ge k_{\min}\|y\|^2$, where $k_{\min}$ is the smallest loss rate. Then $\Delta$ becomes $wg+k_{\min}-K$, and $\lambda\ge K-v/(wg+k_{\min}-K)$ whenever that denominator is positive. The theorem above is the weaker form with $k_{\min}$ replaced by $0$, and only that form is checked.

## Equality and the limit of frequent collisions

If $v=0$, the two bounds coincide and $\lambda=K$. Conversely, suppose $\lambda=K$ and let $A=wL+D-K1$, which is positive semidefinite. Then $As=r$ and $\langle s,As\rangle=\langle s,r\rangle=K-K=0$. A positive semidefinite matrix annihilates any vector on which its quadratic form vanishes, so $r=0$ and $v=0$. Equality thus means that all levels with $s_i\ne0$ react at the same rate.

```lean
/-- For a collision operator `L` with equilibrium vector `s` and gap `g`, nonnegative loss rates and
`w g > K`, the least eigenvalue of `w L + D` equals the high-pressure rate constant exactly when the
variance `v` of the loss rates vanishes. -/
theorem leastEigenvalue_eq_iff (hL : IsCollisionOperator L s g) (hk : ∀ i, 0 ≤ k i)
    (hw : meanLoss k s < w * g) (h : IsLeastEigenvalue (masterOperator L k w) lam) :
    lam = meanLoss k s ↔ lossVariance k s = 0 := by
  constructor
  · intro he
    rw [he] at h
    have hM : (masterOperator L k w).IsSymm := by
      simp [masterOperator, Matrix.IsSymm, transpose_add, transpose_smul, hL.symm.eq]
    have hres : (masterOperator L k w - meanLoss k s • (1 : Matrix n n ℝ)) *ᵥ s
        = residual k s := by
      simp only [masterOperator, residual, sub_mulVec, add_mulVec, smul_mulVec, one_mulVec,
        hL.equilibrium, smul_zero, zero_add]
    have horth : s ⬝ᵥ residual k s = 0 := by
      rw [residual, dotProduct_sub, dotProduct_smul, hL.unit, smul_eq_mul, mul_one]
      exact sub_self _
    -- a minimiser of the quadratic form is an eigenvector
    have hz := ((shifted_posSemidef hM h).dotProduct_mulVec_zero_iff s).mp
      (by rw [star_trivial, hres, horth])
    rw [lossVariance, ← hres, hz, zero_dotProduct]
  · intro hv
    have hb := leastEigenvalue_bounds hL hk hw h
    rw [hv, zero_div, sub_zero] at hb
    exact le_antisymm hb.2 hb.1
```

As $w\to\infty$ with $L$ and $D$ fixed, $v/(wg-K)\to0$, and $\lambda$ is squeezed to $K$. In the statement, `rate` is any function whose value at each $w>0$ is the least eigenvalue of $wL+D$.

```lean
/-- For a collision operator `L` with equilibrium vector `s`, and nonnegative loss rates, the least
eigenvalue of `w L + D` tends to `K` as the collision frequency `w` grows without bound. -/
theorem tendsto_highPressure (hL : IsCollisionOperator L s g) (hk : ∀ i, 0 ≤ k i)
    {rate : ℝ → ℝ} (h : ∀ w, 0 < w → IsLeastEigenvalue (masterOperator L k w) (rate w)) :
    Tendsto rate atTop (𝓝 (meanLoss k s)) := by
  have h1 : Tendsto (fun w : ℝ => w * g - meanLoss k s) atTop atTop := by
    simpa [sub_eq_add_neg] using tendsto_atTop_add_const_right atTop (-meanLoss k s)
      (tendsto_id.atTop_mul_const hL.gap_pos)
  have h2 : Tendsto (fun w : ℝ => meanLoss k s - lossVariance k s / (w * g - meanLoss k s))
      atTop (𝓝 (meanLoss k s)) := by
    simpa using (tendsto_const_nhds (x := meanLoss k s)).sub
      (h1.const_div_atTop (lossVariance k s))
  -- squeeze the eigenvalue between its two bounds
  have h3 := (h1.eventually_gt_atTop 0).and (eventually_gt_atTop (0 : ℝ))
  exact tendsto_of_tendsto_of_tendsto_of_le_of_le' h2 tendsto_const_nhds
    (h3.mono fun w hw => (leastEigenvalue_bounds hL hk (sub_pos.mp hw.1) (h w hw.2)).1)
    (h3.mono fun w hw => (leastEigenvalue_bounds hL hk (sub_pos.mp hw.1) (h w hw.2)).2)
```

## Two levels with loss from one

Number the levels $0$ and $1$, and take $s=(3/5,4/5)$, $k=(0,1)$ and

$$L=\frac1{25}\begin{pmatrix}16&-12\\-12&9\end{pmatrix}.$$

This $L$ annihilates $s$ and acts as the identity on vectors orthogonal to $s$, so $g=1$. The equilibrium populations are $0.36$ and $0.64$, which gives $K=0.64$ and

$$v=0.36\,(0.64)^2+0.64\,(0.36)^2=0.2304=\tfrac{144}{625}.$$

At $w=2$ the lower bound is $0.64-0.2304/1.36\approx0.471$. The matrix $2L+D$ has trace $3$ and determinant $1.28$, so $\lambda=(3-\sqrt{3.88})/2\approx0.515$, which lies between $0.471$ and $0.64$. The theorem below confirms the properties of $L$ and the values of $K$ and $v$.

```lean
/-- A two-level collision operator with gap `1`, and loss from the second level only, for which
`K = 16/25` and `v = 144/625`. -/
theorem isCollisionOperator_witness :
    IsCollisionOperator !![16/25, -12/25; -12/25, 9/25] ![3/5, 4/5] 1 ∧
      meanLoss ![0, 1] ![3/5, 4/5] = 16/25 ∧ lossVariance ![0, 1] ![3/5, 4/5] = 144/625 := by
  have hK : meanLoss ![0, 1] ![3/5, 4/5] = 16/25 := by
    norm_num [meanLoss, dotProduct, mulVec_diagonal, Fin.sum_univ_two]
  refine ⟨⟨IsSymm.ext fun i j => by fin_cases i <;> fin_cases j <;> simp, ?_, ?_, one_pos, ?_⟩,
    hK, ?_⟩
  · ext i
    fin_cases i <;> norm_num [mulVec, dotProduct, Fin.sum_univ_two]
  · norm_num [dotProduct, Fin.sum_univ_two]
  · intro x hx
    have h : 3/5 * x 0 + 4/5 * x 1 = 0 := by
      simpa [dotProduct, Fin.sum_univ_two] using hx
    have h2 : (3/5 * x 0 + 4/5 * x 1) * (3/5 * x 0 + 4/5 * x 1) = 0 := by rw [h, zero_mul]
    simp [mulVec, dotProduct, Fin.sum_univ_two]
    nlinarith [h2]
  · rw [lossVariance_eq_sum, hK]
    norm_num [Fin.sum_univ_two]

end HighPressureLimit
```

```lean
#print axioms HighPressureLimit.exists_leastEigenvalue
-- 'HighPressureLimit.exists_leastEigenvalue' depends on axioms: [propext, Classical.choice, Quot.sound]
#print axioms HighPressureLimit.leastEigenvalue_bounds
-- 'HighPressureLimit.leastEigenvalue_bounds' depends on axioms: [propext, Classical.choice, Quot.sound]
#print axioms HighPressureLimit.leastEigenvalue_eq_iff
-- 'HighPressureLimit.leastEigenvalue_eq_iff' depends on axioms: [propext, Classical.choice, Quot.sound]
#print axioms HighPressureLimit.tendsto_highPressure
-- 'HighPressureLimit.tendsto_highPressure' depends on axioms: [propext, Classical.choice, Quot.sound]
```
